# Every real orthonormal pair of non-bonding Hückel orbitals of trimethylenemethane has Σ_i u_i² v_i² = 1/6

## Can a rotation of the orbitals remove the exchange?

I model trimethylenemethane by its Hückel adjacency matrix, a central carbon bonded to three outer ones, and let two electrons repel only when they sit on the same carbon, at a cost U. The molecule then has two degenerate non-bonding orbitals u and v, and their exchange integral U Σ_i u_i² v_i² favours the triplet. But degenerate orbitals can be rotated into each other, and in square cyclobutadiene a suitable choice makes this integral vanish. I believe that no real rotation does so here, and that the sum is always 1/6. Can this be made rigorous and checked by machine, together with its consequence for the singlet and triplet energies?

## No: the on-site integrals depend only on overlaps

Yes, it can be proved and checked, and the reason is an identity for all on-site integrals over the non-bonding space. Number the centre 0 and the leaves 1, 2, 3, and measure orbital energies from the carbon level, so that a non-bonding orbital is a real vector x with Ax = 0, where A is the adjacency matrix.

### Two free amplitudes and one quartic identity

The centre component of Ax is x_1 + x_2 + x_3, and each leaf component is x_0. Hence Ax = 0 means

x_0 = 0 and x_1 + x_2 + x_3 = 0.

Writing x_1 = α and x_2 = β gives x = (0, α, β, −α−β). Two amplitudes are free, so the kernel has dimension two. For such a vector,

x·x = α² + β² + (α+β)² = 2(α² + αβ + β²)

Σ_i x_i⁴ = α⁴ + β⁴ + (α+β)⁴ = 2(α² + αβ + β²)²

and therefore

Σ_i x_i⁴ = (x·x)² / 2.

Now take four kernel vectors p, q, r, s and put x = t_1 p + t_2 q + t_3 r + t_4 s, with real numbers t_1, …, t_4. This x is again in the kernel. Comparing the coefficients of t_1 t_2 t_3 t_4 on the two sides gives

24 Σ_i p_i q_i r_i s_i = 4 [(p·q)(r·s) + (p·r)(q·s) + (p·s)(q·r)].

Dividing by 24 leaves the factor 1/6. Only inner products appear on the right, and rotations preserve them. For orthonormal u and v this yields

Σ_i u_i² v_i² = 1/6, Σ_i u_i⁴ = Σ_i v_i⁴ = 1/2, Σ_i u_i³ v_i = Σ_i u_i v_i³ = 0.

### Singlet and triplet energies

A singlet has a symmetric spatial function. With real coefficients a, b, c, the general one in these two orbitals is

Ψ(i,j) = a u_i u_j + b v_i v_j + c (u_i v_j + v_i u_j),

and normalisation means a² + b² + 2c² = 1. The two electrons meet on site i with amplitude Ψ(i,i) = a u_i² + b v_i² + 2c u_i v_i, so the repulsion energy is

U Σ_i Ψ(i,i)² = U [(a² + b²)/2 + (2ab + 4c²)/6].

Replacing 2c² by 1 − a² − b² turns this into

U/3 + U (a+b)²/6.

The triplet function (u_i v_j − v_i u_j)/√2 vanishes at i = j, so its repulsion is zero. For U ≥ 0 it therefore lies at least U/3 below every normalised singlet in the same orbitals. Both orbitals have Hückel energy zero, so the one-electron energy does not alter this comparison.

In electronic-structure terms, within this model of two electrons in two real orbitals with on-site repulsion, localising the non-bonding orbitals of trimethylenemethane cannot bring the triplet and the open-shell singlet to the same energy when U > 0.

### The Lean file

```lean
import Mathlib

open Matrix

namespace TrimethylenemethaneExchange

noncomputable section

/-- The adjacency matrix of trimethylenemethane: site 0 is bonded to sites 1, 2 and 3. -/
def tmm : Matrix (Fin 4) (Fin 4) ℝ :=
  !![0, 1, 1, 1; 1, 0, 0, 0; 1, 0, 0, 0; 1, 0, 0, 0]

/-- The adjacency matrix of square cyclobutadiene, a ring of four sites. -/
def cyclobutadiene : Matrix (Fin 4) (Fin 4) ℝ :=
  !![0, 1, 0, 1; 1, 0, 1, 0; 0, 1, 0, 1; 1, 0, 1, 0]

/-- Two orthonormal real orbitals, both annihilated by the adjacency matrix `A`. -/
def IsNonbondingPair (A : Matrix (Fin 4) (Fin 4) ℝ) (u v : Fin 4 → ℝ) : Prop :=
  A *ᵥ u = 0 ∧ A *ᵥ v = 0 ∧ u ⬝ᵥ u = 1 ∧ v ⬝ᵥ v = 1 ∧ u ⬝ᵥ v = 0

/-- The two-electron integral of four real orbitals for an on-site repulsion `U`. -/
def onsiteIntegral (U : ℝ) (p q r s : Fin 4 → ℝ) : ℝ :=
  U * ∑ i, p i * q i * r i * s i

/-- The on-site repulsion energy of a two-electron spatial function `Ψ`. -/
def pairRepulsion (U : ℝ) (Ψ : Fin 4 → Fin 4 → ℝ) : ℝ :=
  U * ∑ i, Ψ i i ^ 2

/-- The general symmetric (singlet) spatial function of two electrons in orbitals `u`, `v`. -/
def singletPair (a b c : ℝ) (u v : Fin 4 → ℝ) (i j : Fin 4) : ℝ :=
  a * (u i * u j) + b * (v i * v j) + c * (u i * v j + v i * u j)

/-- The antisymmetric (triplet) spatial function of two electrons in orbitals `u`, `v`. -/
def tripletPair (u v : Fin 4 → ℝ) (i j : Fin 4) : ℝ :=
  (u i * v j - v i * u j) / Real.sqrt 2

/-- An orbital of trimethylenemethane is non-bonding exactly when it vanishes on the centre
and its three leaf amplitudes sum to zero. -/
theorem tmm_kernel_iff (x : Fin 4 → ℝ) :
    tmm *ᵥ x = 0 ↔ x 0 = 0 ∧ x 1 + x 2 + x 3 = 0 := by
  constructor
  · intro h
    have h0 := congrFun h 0
    have h1 := congrFun h 1
    simp [tmm, Matrix.mulVec, dotProduct, Fin.sum_univ_four] at h0 h1
    exact ⟨h1, by linarith⟩
  · rintro ⟨h0, h1⟩
    ext i
    fin_cases i <;> simp [tmm, Matrix.mulVec, dotProduct, Fin.sum_univ_four, h0, h1]

/-- The space of non-bonding orbitals of trimethylenemethane is two-dimensional. -/
theorem tmm_kernel_finrank :
    Module.finrank ℝ (LinearMap.ker tmm.mulVecLin) = 2 := by
  -- the amplitudes on leaves 1 and 2 are free coordinates
  let e : LinearMap.ker tmm.mulVecLin ≃ₗ[ℝ] (Fin 2 → ℝ) :=
    { toFun := fun x => ![x.1 1, x.1 2]
      map_add' := by
        intro x y
        funext i
        fin_cases i <;> rfl
      map_smul' := by
        intro t x
        funext i
        fin_cases i <;> rfl
      invFun := fun y => ⟨![0, y 0, y 1, -y 0 - y 1], by
        rw [LinearMap.mem_ker, Matrix.mulVecLin_apply, tmm_kernel_iff]
        refine ⟨rfl, ?_⟩
        show y 0 + y 1 + (-y 0 - y 1) = 0
        ring⟩
      left_inv := by
        intro x
        have hx := (tmm_kernel_iff x.1).1 (LinearMap.mem_ker.1 x.2)
        apply Subtype.ext
        funext i
        fin_cases i
        · exact hx.1.symm
        · rfl
        · rfl
        · show -x.1 1 - x.1 2 = x.1 3
          linarith [hx.2]
      right_inv := by
        intro y
        funext i
        fin_cases i <;> rfl }
  rw [e.finrank_eq]
  simp

/-- On the non-bonding space of trimethylenemethane every on-site two-electron integral is
`U / 6` times the sum of the three pairings of orbital overlaps. -/
theorem tmm_integral_isotropic (U : ℝ) {p q r s : Fin 4 → ℝ}
    (hp : tmm *ᵥ p = 0) (hq : tmm *ᵥ q = 0) (hr : tmm *ᵥ r = 0) (hs : tmm *ᵥ s = 0) :
    onsiteIntegral U p q r s =
      U / 6 * ((p ⬝ᵥ q) * (r ⬝ᵥ s) + (p ⬝ᵥ r) * (q ⬝ᵥ s) + (p ⬝ᵥ s) * (q ⬝ᵥ r)) := by
  obtain ⟨p0, p1⟩ := (tmm_kernel_iff p).1 hp
  obtain ⟨q0, q1⟩ := (tmm_kernel_iff q).1 hq
  obtain ⟨r0, r1⟩ := (tmm_kernel_iff r).1 hr
  obtain ⟨s0, s1⟩ := (tmm_kernel_iff s).1 hs
  -- eliminate the third leaf
  have p3 : p 3 = -p 1 - p 2 := by linarith
  have q3 : q 3 = -q 1 - q 2 := by linarith
  have r3 : r 3 = -r 1 - r 2 := by linarith
  have s3 : s 3 = -s 1 - s 2 := by linarith
  simp only [onsiteIntegral, dotProduct, Fin.sum_univ_four, p0, q0, r0, s0, p3, q3, r3, s3]
  ring

/-- Every orthonormal pair of non-bonding orbitals of trimethylenemethane has
`∑ i, u i ^ 2 * v i ^ 2 = 1 / 6`. -/
theorem tmm_exchange {u v : Fin 4 → ℝ} (h : IsNonbondingPair tmm u v) :
    ∑ i, u i ^ 2 * v i ^ 2 = 1 / 6 := by
  obtain ⟨hu, hv, huu, hvv, huv⟩ := h
  have key := tmm_integral_isotropic 1 hu hu hv hv
  rw [huu, hvv, huv] at key
  simp only [onsiteIntegral, Fin.sum_univ_four] at key ⊢
  linear_combination key

/-- The repulsion energy of any normalised singlet built from two orthonormal non-bonding
orbitals of trimethylenemethane is `U / 3 + U / 6 * (a + b) ^ 2`. -/
theorem tmm_singlet_energy (U a b c : ℝ) {u v : Fin 4 → ℝ} (h : IsNonbondingPair tmm u v)
    (hN : ∑ i, ∑ j, singletPair a b c u v i j ^ 2 = 1) :
    pairRepulsion U (singletPair a b c u v) = U / 3 + U / 6 * (a + b) ^ 2 := by
  obtain ⟨hu, hv, huu, hvv, huv⟩ := h
  have hvu : v ⬝ᵥ u = 0 := by rw [dotProduct_comm]; exact huv
  -- the norm in terms of orbital overlaps
  have norm_eq : ∑ i, ∑ j, singletPair a b c u v i j ^ 2 =
      a ^ 2 * (u ⬝ᵥ u) ^ 2 + b ^ 2 * (v ⬝ᵥ v) ^ 2
        + 2 * c ^ 2 * ((u ⬝ᵥ u) * (v ⬝ᵥ v) + (u ⬝ᵥ v) ^ 2) + 2 * a * b * (u ⬝ᵥ v) ^ 2
        + 4 * a * c * ((u ⬝ᵥ u) * (u ⬝ᵥ v)) + 4 * b * c * ((v ⬝ᵥ v) * (u ⬝ᵥ v)) := by
    simp only [singletPair, dotProduct, Fin.sum_univ_four]
    ring
  rw [norm_eq, huu, hvv, huv] at hN
  -- the energy in terms of two-electron integrals
  have energy_eq : pairRepulsion U (singletPair a b c u v) =
      a ^ 2 * onsiteIntegral U u u u u + b ^ 2 * onsiteIntegral U v v v v
        + (2 * a * b + 4 * c ^ 2) * onsiteIntegral U u u v v
        + 4 * a * c * onsiteIntegral U u u u v + 4 * b * c * onsiteIntegral U v v v u := by
    simp only [pairRepulsion, singletPair, onsiteIntegral, Fin.sum_univ_four]
    ring
  rw [energy_eq, tmm_integral_isotropic U hu hu hu hu, tmm_integral_isotropic U hv hv hv hv,
    tmm_integral_isotropic U hu hu hv hv, tmm_integral_isotropic U hu hu hu hv,
    tmm_integral_isotropic U hv hv hv hu, huu, hvv, huv, hvu]
  linear_combination (U / 3) * hN

/-- For repulsive `U`, the triplet lies at least `U / 3` below every normalised singlet in the same
two orthonormal non-bonding orbitals of trimethylenemethane, when energies are on-site repulsion
energies. -/
theorem tmm_triplet_below_singlet {U : ℝ} (hU : 0 ≤ U) (a b c : ℝ) {u v : Fin 4 → ℝ}
    (h : IsNonbondingPair tmm u v)
    (hN : ∑ i, ∑ j, singletPair a b c u v i j ^ 2 = 1) :
    pairRepulsion U (tripletPair u v) + U / 3 ≤ pairRepulsion U (singletPair a b c u v) := by
  -- two electrons in the triplet never meet on a site
  have diag : ∀ i, tripletPair u v i i = 0 := by
    intro i
    show (u i * v i - v i * u i) / Real.sqrt 2 = 0
    rw [mul_comm (v i) (u i), sub_self, zero_div]
  have ht : pairRepulsion U (tripletPair u v) = 0 := by
    simp [pairRepulsion, diag]
  rw [ht, tmm_singlet_energy U a b c h hN]
  have : 0 ≤ U / 6 * (a + b) ^ 2 := by positivity
  linarith

/-- Rescaling two orthogonal null vectors to unit length gives a non-bonding pair. -/
theorem nonbondingPair_of_scaled {A : Matrix (Fin 4) (Fin 4) ℝ} {x y : Fin 4 → ℝ} {s t : ℝ}
    (hx : A *ᵥ x = 0) (hy : A *ᵥ y = 0) (hs : s ^ 2 * (x ⬝ᵥ x) = 1)
    (ht : t ^ 2 * (y ⬝ᵥ y) = 1) (hxy : x ⬝ᵥ y = 0) :
    IsNonbondingPair A (s • x) (t • y) := by
  refine ⟨by rw [Matrix.mulVec_smul, hx, smul_zero],
    by rw [Matrix.mulVec_smul, hy, smul_zero], ?_, ?_, ?_⟩
  · rw [smul_dotProduct, dotProduct_smul, smul_eq_mul, smul_eq_mul]
    linear_combination hs
  · rw [smul_dotProduct, dotProduct_smul, smul_eq_mul, smul_eq_mul]
    linear_combination ht
  · rw [smul_dotProduct, dotProduct_smul, hxy, smul_zero, smul_zero]

/-- The orbitals `(0, 1, -1, 0) / √2` and `(0, 1, 1, -2) / √6` are an orthonormal
non-bonding pair of trimethylenemethane. -/
theorem tmm_nonbondingPair_witness :
    IsNonbondingPair tmm ((Real.sqrt 2)⁻¹ • ![0, 1, -1, 0])
      ((Real.sqrt 6)⁻¹ • ![0, 1, 1, -2]) := by
  apply nonbondingPair_of_scaled
  · rw [tmm_kernel_iff]
    simp
  · rw [tmm_kernel_iff]
    simp
    norm_num
  · rw [inv_pow, Real.sq_sqrt (by norm_num)]
    simp [dotProduct, Fin.sum_univ_four]
    norm_num
  · rw [inv_pow, Real.sq_sqrt (by norm_num)]
    simp [dotProduct, Fin.sum_univ_four]
    norm_num
  · simp [dotProduct, Fin.sum_univ_four]

/-- Square cyclobutadiene, by contrast, has the orthonormal non-bonding pair
`(1, 0, -1, 0) / √2`, `(0, 1, 0, -1) / √2`, for which the exchange sum is zero. -/
theorem cyclobutadiene_exchange_removable :
    IsNonbondingPair cyclobutadiene ((Real.sqrt 2)⁻¹ • ![1, 0, -1, 0])
      ((Real.sqrt 2)⁻¹ • ![0, 1, 0, -1]) ∧
    ∑ i, ((Real.sqrt 2)⁻¹ • (![1, 0, -1, 0] : Fin 4 → ℝ)) i ^ 2 *
      ((Real.sqrt 2)⁻¹ • (![0, 1, 0, -1] : Fin 4 → ℝ)) i ^ 2 = 0 := by
  constructor
  · apply nonbondingPair_of_scaled
    · ext i
      fin_cases i <;>
        simp [cyclobutadiene, Matrix.mulVec, dotProduct, Fin.sum_univ_four]
    · ext i
      fin_cases i <;>
        simp [cyclobutadiene, Matrix.mulVec, dotProduct, Fin.sum_univ_four]
    · rw [inv_pow, Real.sq_sqrt (by norm_num)]
      simp [dotProduct, Fin.sum_univ_four]
      norm_num
    · rw [inv_pow, Real.sq_sqrt (by norm_num)]
      simp [dotProduct, Fin.sum_univ_four]
      norm_num
    · simp [dotProduct, Fin.sum_univ_four]
  · simp [Fin.sum_univ_four]

end

end TrimethylenemethaneExchange
```

```lean
#print axioms TrimethylenemethaneExchange.tmm_kernel_finrank
#print axioms TrimethylenemethaneExchange.tmm_exchange
#print axioms TrimethylenemethaneExchange.tmm_triplet_below_singlet
#print axioms TrimethylenemethaneExchange.cyclobutadiene_exchange_removable
```

```
'TrimethylenemethaneExchange.tmm_kernel_finrank' depends on axioms: [propext, Classical.choice, Quot.sound]
'TrimethylenemethaneExchange.tmm_exchange' depends on axioms: [propext, Classical.choice, Quot.sound]
'TrimethylenemethaneExchange.tmm_triplet_below_singlet' depends on axioms: [propext, Classical.choice, Quot.sound]
'TrimethylenemethaneExchange.cyclobutadiene_exchange_removable' depends on axioms: [propext, Classical.choice, Quot.sound]
```

### Orbitals, repulsion and spin as Lean objects

The sites are the elements of `Fin 4`, numbered as above, and an orbital is a function `Fin 4 → ℝ`. The symbol `*ᵥ` applies a matrix to a vector, and `⬝ᵥ` is the inner product. `IsNonbondingPair A u v` collects the hypotheses on the orbitals: both are annihilated by `A`, both have unit length, and they are orthogonal.

`onsiteIntegral` and `pairRepulsion` contain the physical postulate. The constant `U` stands for the cost of placing two electrons in the same carbon p orbital, and repulsion between different carbons is set to zero. Spin enters only through the symmetry of the spatial function: `singletPair` is symmetric and `tripletPair` antisymmetric. The hypothesis `hN` says that the singlet is normalised over all pairs of sites.

In words, the main theorems say the following.

- `tmm_kernel_finrank`: the real kernel has dimension two.
- `tmm_exchange`: every orthonormal pair in that kernel has exchange sum 1/6. Since u and v are arbitrary, this covers every real rotation.
- `tmm_singlet_energy`: the singlet formula holds for any real `U`.
- `tmm_triplet_below_singlet`: for `0 ≤ U`, the triplet energy plus U/3 is at most the singlet energy.
- `cyclobutadiene_exchange_removable`: square cyclobutadiene has an orthonormal non-bonding pair whose exchange sum is zero. The two orbitals, (1, 0, −1, 0)/√2 and (0, 1, 0, −1)/√2, live on different atoms.

Orbitals and coefficients are real throughout, so complex combinations are not covered. The electrons in the bonding orbital are left out, as are mixing with other configurations and changes of geometry. The U/3 gap is thus a statement about this model and not a prediction of the measured splitting.

### From the leaf condition to the energy gap

`tmm_kernel_iff` reads off rows 0 and 1 of the matrix equation to obtain the two kernel conditions, and checks all four rows for the converse. `tmm_kernel_finrank` turns the free amplitudes α and β into a linear equivalence `e` between the kernel and pairs of real numbers. Its inverse fills in zero at the centre and −α−β on leaf 3.

`tmm_integral_isotropic` proves the four-vector identity by a more direct route than the comparison of coefficients above. It substitutes the centre and third-leaf amplitudes of all four vectors, after which both sides are polynomials in the eight remaining amplitudes, and `ring` confirms that they agree. `tmm_exchange` applies this with U = 1, p = q = u and r = s = v, then inserts the orthonormality relations.

In `tmm_singlet_energy`, the step `norm_eq` expands the norm into overlaps, which reduces `hN` to a² + b² + 2c² = 1. The step `energy_eq` expands the repulsion into five on-site integrals, each evaluated by the identity. The closing `linear_combination (U / 3) * hN` is the elimination of c² done by hand above.

For the triplet, `diag` shows that the spatial function vanishes when both electrons are on one site. What remains of the inequality is that U(a+b)²/6 is non-negative, which `positivity` supplies from `hU`.

`nonbondingPair_of_scaled` normalises two orthogonal null vectors. It is used for the cyclobutadiene pair and in `tmm_nonbondingPair_witness`, which shows that (0, 1, −1, 0)/√2 and (0, 1, 1, −2)/√6 form a non-bonding pair of trimethylenemethane. The theorems about such pairs therefore apply to actual orbitals. For this pair the sum can be read off directly: leaves 1 and 2 each contribute (1/2)(1/6) = 1/12, and the other two sites contribute nothing.
